# The mean boson number of a coherent state with real displacement α is α²

For a single bosonic mode, `meanNumber_eq` states that a coherent state with real displacement α has mean boson number α². The state is given by its number-state amplitudes, exp(−α²/2) αⁿ/√(n!), whose squares sum to one, and the mean is the infinite sum of n times the squared amplitude. The attempt takes the overlap formula for two equal displacements, which is the normalisation sum, and multiplies it by α². It then matches this term by term with the mean-number sum shifted by one, and finally restores the n = 0 term, which is zero.

This version doesn't compile in Lean 4 with Mathlib:

```lean
import Mathlib

open Filter Topology

namespace MeanNumberEq

noncomputable section

/-- Amplitude of the `n`-boson state in the coherent state with real displacement `α`. -/
def coherent (α : ℝ) (n : ℕ) : ℝ :=
  Real.exp (-α ^ 2 / 2) * α ^ n / Real.sqrt (n.factorial : ℝ)

/-- Mean boson number of the coherent state with displacement `α`. -/
def meanNumber (α : ℝ) : ℝ := ∑' n : ℕ, (n : ℝ) * coherent α n ^ 2

/-- The overlap of two coherent states with real displacements is a Gaussian in
the difference of the displacements. -/
theorem coherent_overlap (β α : ℝ) :
    HasSum (fun n : ℕ => coherent β n * coherent α n) (Real.exp (-(α - β) ^ 2 / 2)) := by
  -- the Fock-space sum is an exponential series in `β * α`
  have h := NormedSpace.expSeries_div_hasSum_exp (β * α)
  rw [← Real.exp_eq_exp_ℝ] at h
  have h' := h.mul_left (Real.exp (-(α ^ 2 + β ^ 2) / 2))
  rw [← Real.exp_add] at h'
  have hfun : (fun n : ℕ => coherent β n * coherent α n) = fun n : ℕ =>
      Real.exp (-(α ^ 2 + β ^ 2) / 2) * ((β * α) ^ n / (n.factorial : ℝ)) := by
    funext n
    have hf : Real.sqrt (n.factorial : ℝ) * Real.sqrt (n.factorial : ℝ) = n.factorial :=
      Real.mul_self_sqrt (Nat.cast_nonneg _)
    have he : Real.exp (-(α ^ 2 + β ^ 2) / 2)
        = Real.exp (-β ^ 2 / 2) * Real.exp (-α ^ 2 / 2) := by
      rw [← Real.exp_add]
      congr 1
      ring
    unfold coherent
    rw [he, mul_pow, div_mul_div_comm, hf]
    ring
  have hval : Real.exp (-(α - β) ^ 2 / 2)
      = Real.exp (-(α ^ 2 + β ^ 2) / 2 + β * α) := by
    congr 1
    ring
  rw [hfun, hval]
  exact h'

/-- The mean boson number of a coherent state is the square of its displacement. -/
theorem meanNumber_eq (α : ℝ) : meanNumber α = α ^ 2 := by
  have h := (coherent_overlap α α).mul_left (α ^ 2)
  -- lowering the boson number by one reproduces the normalisation sum
  have h2 : HasSum (fun n : ℕ => ((n + 1 : ℕ) : ℝ) * coherent α (n + 1) ^ 2) (α ^ 2) := by
    convert h using 1
    · funext n
      have hg : Real.sqrt (n.factorial : ℝ) ^ 2 = n.factorial :=
        Real.sq_sqrt (Nat.cast_nonneg _)
      have hf : Real.sqrt ((n + 1).factorial : ℝ) ^ 2 = ((n : ℝ) + 1) * n.factorial := by
        rw [Real.sq_sqrt (Nat.cast_nonneg _), Nat.factorial_succ]
        push_cast
        ring
      have hn : (n : ℝ) + 1 ≠ 0 := by positivity
      have hF : (n.factorial : ℝ) ≠ 0 := Nat.cast_ne_zero.mpr n.factorial_ne_zero
      rw [← pow_two]
      unfold coherent
      rw [div_pow, div_pow, hf, hg]
      push_cast
      field_simp <;> ring
    · simp
  have h3 := (hasSum_nat_add_iff (f := fun n : ℕ => (n : ℝ) * coherent α n ^ 2) 1).mp h2
  have h4 : HasSum (fun n : ℕ => (n : ℝ) * coherent α n ^ 2) (α ^ 2) := by
    simpa using h3
  exact h4.tsum_eq

end

end MeanNumberEq
```

The compiler's answer:

```
Main.lean:51:6: error: Tactic `apply` failed: could not unify the conclusion of `@funext`
  ?f = ?g
with the goal
  Real.instAddCommMonoid =
    CommRing.toNonUnitalCommRing.toNonUnitalNonAssocCommRing.toNonUnitalNonAssocSemiring.toAddCommMonoid

Note: The full type of `@funext` is
  ∀ {α : Sort ?u.61} {β : α → Sort ?u.60} {f g : (x : α) → β x}, (∀ (x : α), f x = g x) → f = g

case e'_3
α : ℝ
h : HasSum (fun i => α ^ 2 * (coherent α i * coherent α i)) (α ^ 2 * Real.exp (-(α - α) ^ 2 / 2))
⊢ Real.instAddCommMonoid =
    CommRing.toNonUnitalCommRing.toNonUnitalNonAssocCommRing.toNonUnitalNonAssocSemiring.toAddCommMonoid
Main.lean:65:4: error: unsolved goals
case e'_5
α : ℝ
h : HasSum (fun i => α ^ 2 * (coherent α i * coherent α i)) (α ^ 2 * Real.exp (-(α - α) ^ 2 / 2))
⊢ (fun n => (↑n + 1) * coherent α (n + 1) ^ 2) = fun i => α ^ 2 * (coherent α i * coherent α i)
Main.lean:49:88: error: unsolved goals
case e'_6
α : ℝ
h : HasSum (fun i => α ^ 2 * (coherent α i * coherent α i)) (α ^ 2 * Real.exp (-(α - α) ^ 2 / 2))
⊢ α ^ 2 = α ^ 2 * Real.exp (-(α - α) ^ 2 / 2)
```

`convert h using 1` left three goals, but the proof had bullets for only two. The extra goal, which came first, equates two `AddCommMonoid` structures on the reals: the one in the stated `HasSum` and the one that `h` carries through its ring structure. So `funext n` met an equation between structures, not functions, and failed. The second bullet's `simp` then received the equation between the summands and could not finish it, and the equation between the sums was left with no proof at all.

The repair drops `convert` and proves the two intended equations by name, `hfun` for the summands and `hval` for the value. After both rewrites, `exact h` succeeds, because Lean can check that the two structures agree by definition.

The summand calculation never ran in the failing file, so the messages show no fault in it. Naming `coherent α n` in `pow_two` makes the intended rewrite explicit, and putting `field_simp` and `ring` on separate lines is mere tidying.

Lean accepts the file once it reads:

```diff
@@ -48,6 +48,7 @@
   -- lowering the boson number by one reproduces the normalisation sum
   have h2 : HasSum (fun n : ℕ => ((n + 1 : ℕ) : ℝ) * coherent α (n + 1) ^ 2) (α ^ 2) := by
-    convert h using 1
-    · funext n
+    have hfun : (fun n : ℕ => ((n + 1 : ℕ) : ℝ) * coherent α (n + 1) ^ 2)
+        = fun n : ℕ => α ^ 2 * (coherent α n * coherent α n) := by
+      funext n
       have hg : Real.sqrt (n.factorial : ℝ) ^ 2 = n.factorial :=
         Real.sq_sqrt (Nat.cast_nonneg _)
@@ -58,10 +59,14 @@
       have hn : (n : ℝ) + 1 ≠ 0 := by positivity
       have hF : (n.factorial : ℝ) ≠ 0 := Nat.cast_ne_zero.mpr n.factorial_ne_zero
-      rw [← pow_two]
+      rw [← pow_two (coherent α n)]
       unfold coherent
       rw [div_pow, div_pow, hf, hg]
       push_cast
-      field_simp <;> ring
-    · simp
+      field_simp
+      ring
+    have hval : α ^ 2 * Real.exp (-(α - α) ^ 2 / 2) = α ^ 2 := by simp
+    rw [hval] at h
+    rw [hfun]
+    exact h
   have h3 := (hasSum_nat_add_iff (f := fun n : ℕ => (n : ℝ) * coherent α n ^ 2) 1).mp h2
   have h4 : HasSum (fun n : ℕ => (n : ℝ) * coherent α n ^ 2) (α ^ 2) := by
```
